# A Bounded Potential Leaves No Cusp in a One-Electron s-Wave of Bounded Slope

An electron in the field of a point charge $Z$ meets the potential $-Z/r$, which has no lower bound. The lowest state, proportional to $e^{-Zr}$ in atomic units, responds with a cusp: its slope tends to a nonzero value at the nucleus. Many effective core potentials replace $-Z/r$ by a function that stays finite at $r=0$. What happens to the slope of the wave function then?

Take one electron in an s-wave $\psi(r)$, with a local radial potential $V(r)$ and energy $E$. For $0<r<R$,

$$-\tfrac12\left(\psi''+\frac{2\psi'}{r}\right)+V\psi=E\psi. \tag{1}$$

Suppose that $|\psi'|\le B$ and $|(V-E)\psi|\le C$ on this interval, for some constants $B$ and $C$. Then

$$|\psi'(r)|\le \frac{2Cr}{3}\qquad(0<r<R). \tag{2}$$

By (1), $C$ bounds the local kinetic term $\tfrac12(\psi''+2\psi'/r)$. The bound $B$ expresses regularity at the nucleus: a finite kink is allowed, a divergence is not. No normalisation is needed, since rescaling $\psi$ rescales $C$ by the same factor.

## The slope bound from the radial flux

Call $r^2\psi'$ the radial flux. By the product rule and (1),

$$(r^2\psi')'=r^2\psi''+2r\psi'=r^2\left(\psi''+\frac{2\psi'}{r}\right)=2r^2(V-E)\psi .$$

The right-hand side lies between $-2Cr^2$ and $2Cr^2$. Hence the two functions

$$G_\pm(r)=\frac{2C}{3}r^3\pm r^2\psi'(r)$$

have derivatives $2Cr^2\pm2r^2(V-E)\psi\ge0$, and both increase. Since $|r^2\psi'|\le Br^2$, both tend to zero as $r\to0$. An increasing function that starts from zero is nonnegative, so $|r^2\psi'(r)|\le 2Cr^3/3$. Division by $r^2$ gives (2).

The same argument, one derivative lower, controls $\psi$ itself. The functions $Cr^2/3\pm\psi$ have derivatives $2Cr/3\pm\psi'\ge0$, so for $0<s\le r<R$

$$|\psi(r)-\psi(s)|\le\frac{C(r^2-s^2)}{3}.$$

## From a bounded potential to a vanishing slope

Now let $R>0$ and assume only $|V|\le K$ and $|\psi'|\le B$. The mean value inequality, taken from the midpoint $R/2$, gives

$$|\psi(r)|\le|\psi(R/2)|+B\,|r-R/2|\le|\psi(R/2)|+BR .$$

Therefore $|(V-E)\psi|\le C$ holds with $C=(K+|E|)(|\psi(R/2)|+BR)$. By (2), $\psi'(r)\to0$ as $r\to0$, and there is no cusp.

For quantum Monte Carlo this means that a one-electron s-wave trial function, in a bounded local potential, must have no electron-nucleus cusp if it is to match the regular solution.

## Equality, and a solution with unbounded slope

The factor $2/3$ is the best possible. For $C\ge0$ let $\psi=1+Cr^2/3$, so that $\psi'=2Cr/3$ and $\psi''=2C/3$. Then $\psi''+2\psi'/r=2C/3+4C/3=2C$, and (1) holds if $(V-E)\psi=C$, that is, if

$$V=E+\frac{C}{1+Cr^2/3}.$$

This potential lies between $E$ and $E+C$, and (2) is an equality at every radius.

Without the bound on $\psi'$ the result fails. Let $V=0$, $E=0$ and $\psi=1/r$. Then $\psi'=-1/r^2$ and $\psi''=2/r^3$, so $\psi''+2\psi'/r=0$ and (1) holds. Here $(V-E)\psi=0$, so $C=0$ is permitted and (2) would demand zero slope, yet the slope diverges. The step that breaks is the starting value: the flux is $-1$ at every radius and does not vanish at the nucleus. This $\psi$ is not a physical state of a free electron: in three dimensions the Laplacian of $1/r$ contains a delta function at the origin, so the free equation holds only for $r>0$.

## The radial equation in Lean

The development uses Mathlib's real analysis.

```lean
import Mathlib

open Set Filter Topology

namespace FinitePotentialNoCusp
```

The physical model is a single predicate.

```lean
/-- On `0 < r < R` the functions `ψ'` and `ψ''` are the first and second derivatives of `ψ`,
and `ψ` solves the s-wave radial equation `-(ψ'' + 2ψ'/r)/2 + Vψ = Eψ`. -/
def IsRadialSolution (V : ℝ → ℝ) (E R : ℝ) (ψ ψ' ψ'' : ℝ → ℝ) : Prop :=
  ∀ r ∈ Ioo 0 R, HasDerivAt ψ (ψ' r) r ∧ HasDerivAt ψ' (ψ'' r) r ∧
    -(ψ'' r + 2 * ψ' r / r) / 2 + V r * ψ r = E * ψ r
```

`Ioo 0 R` is the open interval $0<r<R$. The names `ψ'` and `ψ''` stand for separate functions, and the two `HasDerivAt` conditions make them the true first and second derivatives of `ψ`. The third condition is (1), with electron mass and $\hbar$ equal to one. Nothing is assumed at $r=0$. Continuity of `V` is not assumed either, but `V` cannot jump at a radius where `ψ` is nonzero: `ψ''` would jump too, and a derivative cannot do that. For a square well, take $R$ no larger than the radius of the well.

The model covers a real-valued s-wave of one electron in a local potential. Higher angular momenta, electron-electron interaction and general nonlocal operators lie beyond it. A semilocal effective core potential, which has one radial function for each angular momentum, is still covered: on an s-wave about its own centre it acts as multiplication by the function for zero angular momentum, and that function is then $V$.

```lean
variable {V ψ ψ' ψ'' : ℝ → ℝ} {E R C : ℝ}

/-- The function `r²` has derivative `2r`. -/
lemma hasDerivAt_sq (r : ℝ) : HasDerivAt (fun x : ℝ => x ^ 2) (2 * r) r := by
  simpa using hasDerivAt_pow 2 r
```

All functions and constants are real. The small lemma on $r^2$ serves the product rule and the bound on values.

```lean
/-- A function with nonnegative derivative on `(0, R)` increases there. -/
lemma monotoneOn_of_slope_nonneg {G g : ℝ → ℝ}
    (hG : ∀ r ∈ Ioo 0 R, HasDerivAt G (g r) r) (hg : ∀ r ∈ Ioo 0 R, 0 ≤ g r) :
    MonotoneOn G (Ioo 0 R) := by
  apply monotoneOn_of_deriv_nonneg (convex_Ioo 0 R)
  · exact fun r hr => (hG r hr).continuousAt.continuousWithinAt
  · rw [interior_Ioo]
    exact fun r hr => (hG r hr).differentiableAt.differentiableWithinAt
  · rw [interior_Ioo]
    intro r hr
    rw [(hG r hr).deriv]
    exact hg r hr
```

This lemma turns a nonnegative derivative into monotonicity. It carries the argument for $G_\pm$ without any integral, so no integrability of $V\psi$ has to be discussed.

## The flux and the bound on the slope

```lean
/-- For a radial solution, the radial flux `r²ψ'` has derivative `2r²(V - E)ψ` at every `r` in
`(0, R)`. -/
theorem flux_hasDerivAt (h : IsRadialSolution V E R ψ ψ' ψ'') {r : ℝ} (hr : r ∈ Ioo 0 R) :
    HasDerivAt (fun x => x ^ 2 * ψ' x) (2 * r ^ 2 * ((V r - E) * ψ r)) r := by
  obtain ⟨-, h2, heq⟩ := h r hr
  have hdiv : r * (2 * ψ' r / r) = 2 * ψ' r := mul_div_cancel₀ _ hr.1.ne'
  refine ((hasDerivAt_sq r).fun_mul h2).congr_deriv ?_
  generalize 2 * ψ' r / r = q at heq hdiv
  linear_combination (-2 * r ^ 2) * heq - r * hdiv
```

The theorem is the flux identity. The product rule supplies $2r\psi'+r^2\psi''$. The final `linear_combination` multiplies the radial equation by $-2r^2$ and uses `hdiv`, the relation $r\cdot(2\psi'/r)=2\psi'$, to remove the fraction.

```lean
/-- If `|(V - E)ψ| ≤ C` on `(0, R)` and the flux `r²ψ'` of a radial solution vanishes at the
nucleus, then `|ψ'(r)| ≤ 2Cr/3` on `(0, R)`. -/
theorem abs_slope_le_of_flux (h : IsRadialSolution V E R ψ ψ' ψ'')
    (hC : ∀ r ∈ Ioo 0 R, |(V r - E) * ψ r| ≤ C)
    (hflux : Tendsto (fun r => r ^ 2 * ψ' r) (𝓝[>] 0) (𝓝 0)) {r : ℝ} (hr : r ∈ Ioo 0 R) :
    |ψ' r| ≤ 2 * C * r / 3 := by
  have hcube : ∀ x : ℝ, HasDerivAt (fun y : ℝ => 2 * C / 3 * y ^ 3) (2 * C * x ^ 2) x := by
    intro x
    have h3 : HasDerivAt (fun y : ℝ => y ^ 3) (3 * x ^ 2) x := by
      simpa using hasDerivAt_pow 3 x
    exact (h3.const_mul (2 * C / 3)).congr_deriv (by ring)
  have hcont : Continuous (fun y : ℝ => 2 * C / 3 * y ^ 3) := by fun_prop
  have hlim : Tendsto (fun y : ℝ => 2 * C / 3 * y ^ 3) (𝓝[>] 0) (𝓝 0) :=
    (hcont.tendsto' 0 0 (by simp)).mono_left nhdsWithin_le_nhds
  -- an increasing function that starts from zero at the nucleus is nonnegative
  have start : ∀ G : ℝ → ℝ, MonotoneOn G (Ioo 0 R) → Tendsto G (𝓝[>] 0) (𝓝 0) →
      0 ≤ G r := by
    intro G hm hG
    refine le_of_tendsto hG ?_
    filter_upwards [Ioo_mem_nhdsGT hr.1] with s hs
    exact hm ⟨hs.1, hs.2.trans hr.2⟩ hr hs.2.le
  have hup := start (fun x => 2 * C / 3 * x ^ 3 - x ^ 2 * ψ' x)
    (monotoneOn_of_slope_nonneg (fun x hx => (hcube x).fun_sub (flux_hasDerivAt h hx))
      (fun x hx => by nlinarith [(abs_le.mp (hC x hx)).2, sq_nonneg x]))
    (by simpa using hlim.sub hflux)
  have hlow := start (fun x => 2 * C / 3 * x ^ 3 + x ^ 2 * ψ' x)
    (monotoneOn_of_slope_nonneg (fun x hx => (hcube x).fun_add (flux_hasDerivAt h hx))
      (fun x hx => by nlinarith [(abs_le.mp (hC x hx)).1, sq_nonneg x]))
    (by simpa using hlim.add hflux)
  -- divide by `r²`
  have hr2 : 0 < r ^ 2 := pow_pos hr.1 2
  rw [abs_le]
  constructor
  · refine le_of_mul_le_mul_left ?_ hr2
    linarith
  · refine le_of_mul_le_mul_left ?_ hr2
    linarith
```

Here the regularity condition appears in its weaker form, `hflux`: the flux tends to zero as $r$ approaches zero from above, which is what `𝓝[>] 0` expresses. The slope may then even diverge a priori, provided that it does so more slowly than $1/r^2$.

In the proof, `hcube` differentiates $2Cr^3/3$, and `start` says that an increasing function with limit zero at the nucleus is nonnegative at $r$. It compares $G(r)$ with $G(s)$ for small $s<r$ and passes to the limit. Applied to $G_-$ it gives `hup`, the upper bound on the flux; applied to $G_+$ it gives `hlow`, the lower one. The calls to `nlinarith` check that the derivatives are nonnegative by multiplying the bound on $(V-E)\psi$ by $x^2$. The last lines cancel the positive factor $r^2$.

```lean
/-- If a radial solution has bounded slope and `|(V - E)ψ| ≤ C` on `(0, R)`, then
`|ψ'(r)| ≤ 2Cr/3` for every `r` in `(0, R)`. -/
theorem abs_slope_le (h : IsRadialSolution V E R ψ ψ' ψ'')
    (hC : ∀ r ∈ Ioo 0 R, |(V r - E) * ψ r| ≤ C)
    {B : ℝ} (hB : ∀ r ∈ Ioo 0 R, |ψ' r| ≤ B) {r : ℝ} (hr : r ∈ Ioo 0 R) :
    |ψ' r| ≤ 2 * C * r / 3 := by
  refine abs_slope_le_of_flux h hC ?_ hr
  have hcont : Continuous (fun y : ℝ => y ^ 2 * B) := by fun_prop
  refine squeeze_zero_norm' ?_
    ((hcont.tendsto' 0 0 (by simp)).mono_left nhdsWithin_le_nhds)
  filter_upwards [Ioo_mem_nhdsGT (hr.1.trans hr.2)] with s hs
  rw [Real.norm_eq_abs, abs_mul, abs_of_nonneg (sq_nonneg s)]
  exact mul_le_mul_of_nonneg_left (hB s hs) (sq_nonneg s)
```

This is (2) as claimed. The hypothesis `hB` is the bounded slope, and the proof squeezes the flux between $\pm Br^2$ to obtain `hflux`. The constant `B` does not enter the conclusion.

## Values near the nucleus and the missing cusp

```lean
/-- If a radial solution has bounded slope and `|(V - E)ψ| ≤ C` on `(0, R)`, its values at two
radii `s ≤ r` in `(0, R)` differ by at most `C(r² - s²)/3`. -/
theorem abs_sub_le (h : IsRadialSolution V E R ψ ψ' ψ'')
    (hC : ∀ r ∈ Ioo 0 R, |(V r - E) * ψ r| ≤ C)
    {B : ℝ} (hB : ∀ r ∈ Ioo 0 R, |ψ' r| ≤ B) {s r : ℝ} (hs : s ∈ Ioo 0 R)
    (hr : r ∈ Ioo 0 R) (hsr : s ≤ r) : |ψ r - ψ s| ≤ C * (r ^ 2 - s ^ 2) / 3 := by
  have hup := monotoneOn_of_slope_nonneg
    (fun x hx => ((hasDerivAt_sq x).const_mul (C / 3)).fun_sub (h x hx).1)
    (fun x hx => by linarith [(abs_le.mp (abs_slope_le h hC hB hx)).2]) hs hr hsr
  have hlow := monotoneOn_of_slope_nonneg
    (fun x hx => ((hasDerivAt_sq x).const_mul (C / 3)).fun_add (h x hx).1)
    (fun x hx => by linarith [(abs_le.mp (abs_slope_le h hC hB hx)).1]) hs hr hsr
  dsimp only at hup hlow
  rw [abs_le]
  constructor <;> linarith
```

The two monotone functions are $Cr^2/3-\psi$ and $Cr^2/3+\psi$. Their derivatives are nonnegative by `abs_slope_le`, and comparing their values at $s$ and $r$ gives the two halves of the absolute value.

```lean
/-- Let `R > 0`. In a potential bounded on `(0, R)`, a radial solution with bounded slope there has
no cusp: `ψ'(r)` tends to zero at the nucleus. -/
theorem no_cusp (hR : 0 < R) (h : IsRadialSolution V E R ψ ψ' ψ'')
    {K B : ℝ} (hV : ∀ r ∈ Ioo 0 R, |V r| ≤ K) (hB : ∀ r ∈ Ioo 0 R, |ψ' r| ≤ B) :
    Tendsto ψ' (𝓝[>] 0) (𝓝 0) := by
  have hmid : R / 2 ∈ Ioo 0 R := ⟨by linarith, by linarith⟩
  have hB0 : 0 ≤ B := (abs_nonneg _).trans (hB _ hmid)
  -- a bounded slope on a bounded interval keeps `ψ` itself bounded
  have hψ : ∀ r ∈ Ioo 0 R, |ψ r| ≤ |ψ (R / 2)| + B * R := by
    intro r hr
    have h1 := (convex_Ioo 0 R).norm_image_sub_le_of_norm_hasDerivWithin_le
      (fun x hx => (h x hx).1.hasDerivWithinAt) hB hmid hr
    rw [Real.norm_eq_abs, Real.norm_eq_abs] at h1
    have h2 : |r - R / 2| ≤ R := abs_le.mpr ⟨by linarith [hr.1], by linarith [hr.2]⟩
    have h3 := mul_le_mul_of_nonneg_left h2 hB0
    linarith [abs_sub_abs_le_abs_sub (ψ r) (ψ (R / 2))]
  have hC : ∀ r ∈ Ioo 0 R,
      |(V r - E) * ψ r| ≤ (K + |E|) * (|ψ (R / 2)| + B * R) := by
    intro r hr
    have h1 : |V r - E| ≤ |V r| + |E| := by
      simpa only [Real.norm_eq_abs] using norm_sub_le (V r) E
    have h2 : |V r - E| ≤ K + |E| := by linarith [hV r hr]
    rw [abs_mul]
    exact mul_le_mul h2 (hψ r hr) (abs_nonneg _) ((abs_nonneg _).trans h2)
  -- the linear bound squeezes the slope to zero
  have hcont : Continuous
      (fun r : ℝ => 2 * ((K + |E|) * (|ψ (R / 2)| + B * R)) * r / 3) := by fun_prop
  refine squeeze_zero_norm' ?_
    ((hcont.tendsto' 0 0 (by simp)).mono_left nhdsWithin_le_nhds)
  filter_upwards [Ioo_mem_nhdsGT hR] with r hr
  exact abs_slope_le h hC hB hr
```

In `no_cusp` the constant $C$ is no longer a hypothesis. The potential is bounded by `K`, the slope by `B`, and the conclusion is the limit $\psi'(r)\to0$ from positive radii. The step `hψ` is the mean value inequality from the midpoint, and `hC` multiplies the bounds on $V-E$ and $\psi$. The linear bound (2) then squeezes the slope to zero.

## The two explicit solutions

```lean
/-- For `C ≥ 0` the function `1 + Cr²/3` is a radial solution in the potential
`E + C/(1 + Cr²/3)`; it has `|(V - E)ψ| = C` and `|ψ'(r)| = 2Cr/3` at every `r` in `(0, R)`. -/
theorem slope_bound_sharp (hC : 0 ≤ C) (E R : ℝ) :
    IsRadialSolution (fun r => E + C / (1 + C / 3 * r ^ 2)) E R
      (fun r => 1 + C / 3 * r ^ 2) (fun r => 2 * C / 3 * r) (fun _ => 2 * C / 3) ∧
    ∀ r ∈ Ioo 0 R,
      |(E + C / (1 + C / 3 * r ^ 2) - E) * (1 + C / 3 * r ^ 2)| = C ∧
      |2 * C / 3 * r| = 2 * C * r / 3 := by
  have hD : ∀ r : ℝ, C / (1 + C / 3 * r ^ 2) * (1 + C / 3 * r ^ 2) = C := by
    intro r
    have hpos : 0 < 1 + C / 3 * r ^ 2 := by positivity
    exact div_mul_cancel₀ C hpos.ne'
  constructor
  · intro r hr
    refine ⟨(((hasDerivAt_sq r).const_mul (C / 3)).const_add 1).congr_deriv (by ring),
      ((hasDerivAt_id' r).const_mul (2 * C / 3)).congr_deriv (by ring), ?_⟩
    show -(2 * C / 3 + 2 * (2 * C / 3 * r) / r) / 2
      + (E + C / (1 + C / 3 * r ^ 2)) * (1 + C / 3 * r ^ 2) = E * (1 + C / 3 * r ^ 2)
    have h1 : 2 * (2 * C / 3 * r) / r = 4 * C / 3 := by
      rw [div_eq_iff hr.1.ne']
      ring
    rw [h1, add_mul, hD r]
    ring
  · intro r hr
    have hr0 : 0 < r := hr.1
    constructor
    · rw [add_sub_cancel_left, hD r, abs_of_nonneg hC]
    · rw [abs_of_nonneg (by positivity)]
      ring
```

The first part of the statement says that $1+Cr^2/3$ solves the radial equation in the stated potential. The second says that $|(V-E)\psi|$ equals $C$ and the slope equals $2Cr/3$ throughout the interval. The auxiliary `hD` cancels the denominator, which is positive because $C\ge0$.

```lean
/-- With `V = 0` and `E = 0` the function `1/r` is a radial solution on `(0, R)`, and its slope
`-1/r²` is nonzero at every `r` there. -/
theorem singular_solution (R : ℝ) :
    IsRadialSolution (fun _ => 0) 0 R
      (fun r => 1 / r) (fun r => -1 / r ^ 2) (fun r => 2 / r ^ 3) ∧
    ∀ r ∈ Ioo 0 R, 0 < |-1 / r ^ 2| := by
  constructor
  · intro r hr
    have hr0 : r ≠ 0 := hr.1.ne'
    have hr2 : r ^ 2 ≠ 0 := pow_ne_zero 2 hr0
    refine ⟨((hasDerivAt_const r (1 : ℝ)).fun_div (hasDerivAt_id' r) hr0).congr_deriv
        (by ring),
      ((hasDerivAt_const r (-1 : ℝ)).fun_div (hasDerivAt_sq r) hr2).congr_deriv ?_, ?_⟩
    · rw [div_eq_div_iff (pow_ne_zero 2 hr2) (pow_ne_zero 3 hr0)]
      ring
    · show -(2 / r ^ 3 + 2 * (-1 / r ^ 2) / r) / 2 + 0 * (1 / r) = 0 * (1 / r)
      ring
  · intro r hr
    exact abs_pos.mpr (div_ne_zero (by norm_num) (pow_ne_zero 2 hr.1.ne'))

end FinitePotentialNoCusp
```

The last theorem records that $1/r$ solves the free equation at zero energy and that its slope is nonzero at every radius in the interval. Both derivatives come from the quotient rule, and the equation itself reduces to an identity that `ring` closes.

```lean
#print axioms FinitePotentialNoCusp.abs_sub_le
#print axioms FinitePotentialNoCusp.no_cusp
#print axioms FinitePotentialNoCusp.slope_bound_sharp
#print axioms FinitePotentialNoCusp.singular_solution
```

```
'FinitePotentialNoCusp.abs_sub_le' depends on axioms: [propext, Classical.choice, Quot.sound]
'FinitePotentialNoCusp.no_cusp' depends on axioms: [propext, Classical.choice, Quot.sound]
'FinitePotentialNoCusp.slope_bound_sharp' depends on axioms: [propext, Classical.choice, Quot.sound]
'FinitePotentialNoCusp.singular_solution' depends on axioms: [propext, Classical.choice, Quot.sound]
```
